# Parseval's identity for a complex field on a periodic square lattice

The theorem `parseval` concerns an arbitrary complex-valued field `S` on the sites of a periodic `L × L` square lattice, with `L` nonzero. Its Fourier transform is the plain sum of exp(−i q·r) S(r) over all sites, with no prefactor, at the wavevectors whose components are 2π/L times integers from 0 to L − 1. The theorem says that the squared moduli of the transform, summed over these wavevectors, equal L² times the squared moduli of the field summed over the sites; with a prefactor 1/L in the transform, the two sums would be equal. The proof expands each squared modulus as a double sum over sites `r` and `s`, carries out the sum over wavevectors first, and uses the orthogonality of plane waves to keep only the terms with `r = s`.

The failing Lean file:

```lean
import Mathlib

open scoped ComplexConjugate

namespace Parseval

noncomputable section

local notation "χ" => ZMod.stdAddChar

/-- Sites of the periodic `L × L` square lattice; also the labels of its wavevectors. -/
abbrev Site (L : ℕ) := ZMod L × ZMod L

variable {L : ℕ}

/-- The wavenumber `2πk/L` with label `k`, for `L ≠ 0`. -/
def q (k : ZMod L) : ℝ := 2 * Real.pi * k.val / L

variable [NeZero L]

/-- Lattice Fourier transform: the sum of `exp(-i q·r) S(r)` over all sites. -/
def spinFT (S : Site L → ℂ) (k : Site L) : ℂ :=
  ∑ r : Site L, Complex.exp (-(q k.1 * r.1.val + q k.2 * r.2.val) * Complex.I) * S r

/-- The standard character of the ring of `L` sites is the phase `exp(iq)`. -/
theorem char_eq (k : ZMod L) : χ k = Complex.exp (q k * Complex.I) := by
  rw [ZMod.stdAddChar_apply, ZMod.toCircle_apply, q]
  push_cast
  congr 1
  ring

/-- The lattice Fourier transform written with characters of the periodic lattice. -/
theorem spinFT_eq (S : Site L → ℂ) (k : Site L) :
    spinFT S k = ∑ r : Site L, χ (-(k.1 * r.1 + k.2 * r.2)) * S r := by
  have hm (a x : ZMod L) : χ (a * x) = Complex.exp (q a * x.val * Complex.I) := by
    have h : a * x = x.val • a := by
      rw [nsmul_eq_mul, ZMod.natCast_zmod_val, mul_comm]
    rw [h, AddChar.map_nsmul_eq_pow, char_eq, ← Complex.exp_nat_mul]
    congr 1
    ring
  refine Finset.sum_congr rfl fun r _ => ?_
  rw [AddChar.map_neg_eq_inv, AddChar.map_add_eq_mul, hm, hm, ← Complex.exp_add,
    ← Complex.exp_neg]
  congr 2
  ring

/-- Parseval's identity on the periodic `L × L` lattice. -/
theorem parseval (S : Site L → ℂ) :
    ∑ k, ‖spinFT S k‖ ^ 2 = (L : ℝ) ^ 2 * ∑ r, ‖S r‖ ^ 2 := by
  have hn (z : ℂ) : ((‖z‖ ^ 2 : ℝ) : ℂ) = z * conj z := by
    rw [Complex.mul_conj, Complex.normSq_eq_norm_sq]
  have hconj (a : ZMod L) : conj (χ a) = χ (-a) := by
    rw [AddChar.map_neg_eq_inv, char_eq, ← Complex.exp_neg, ← Complex.exp_conj, map_mul,
      Complex.conj_ofReal, Complex.conj_I, mul_neg]
  -- orthogonality of plane waves, first on a ring and then on the lattice
  have h1 (b : ZMod L) : ∑ x : ZMod L, χ (x * b) = if b = 0 then (L : ℂ) else 0 := by
    rw [AddChar.sum_mulShift b (ZMod.isPrimitive_stdAddChar L)]
    split_ifs <;> simp [ZMod.card]
  have h2 (d : Site L) : ∑ k : Site L, χ (k.1 * d.1 + k.2 * d.2) =
      if d = 0 then (L : ℂ) ^ 2 else 0 := by
    simp only [Fintype.sum_prod_type, AddChar.map_add_eq_mul, ← Finset.mul_sum,
      ← Finset.sum_mul, h1]
    obtain ⟨a, b⟩ := d
    by_cases ha : a = 0 <;> by_cases hb : b = 0 <;> simp [ha, hb, sq]
  apply Complex.ofReal_injective
  calc ((∑ k, ‖spinFT S k‖ ^ 2 : ℝ) : ℂ)
      = ∑ k : Site L, ∑ r : Site L, ∑ s : Site L,
          χ (k.1 * (s - r).1 + k.2 * (s - r).2) * (S r * conj (S s)) := by
        rw [Complex.ofReal_sum]
        refine Finset.sum_congr rfl fun k _ => ?_
        rw [hn, spinFT_eq, map_sum, Finset.sum_mul_sum]
        refine Finset.sum_congr rfl fun r _ => Finset.sum_congr rfl fun s _ => ?_
        have e : k.1 * (s - r).1 + k.2 * (s - r).2 =
            -(k.1 * r.1 + k.2 * r.2) + (k.1 * s.1 + k.2 * s.2) := by
          simp only [Prod.fst_sub, Prod.snd_sub]
          ring
        rw [map_mul, hconj, neg_neg, e, AddChar.map_add_eq_mul]
        ring
    _ = ∑ r : Site L, ∑ s : Site L,
          (∑ k : Site L, χ (k.1 * (s - r).1 + k.2 * (s - r).2)) * (S r * conj (S s)) := by
        rw [Finset.sum_comm]
        refine Finset.sum_congr rfl fun r _ => ?_
        rw [Finset.sum_comm]
        refine Finset.sum_congr rfl fun s _ => ?_
        rw [Finset.sum_mul]
    _ = (((L : ℝ) ^ 2 * ∑ r, ‖S r‖ ^ 2 : ℝ) : ℂ) := by
        simp only [h2, sub_eq_zero, ite_mul, zero_mul, Finset.sum_ite_eq',
          Finset.mem_univ, if_true]
        rw [Complex.ofReal_mul, Complex.ofReal_sum, Finset.mul_sum]
        refine Finset.sum_congr rfl fun r _ => ?_
        rw [hn, Complex.ofReal_pow, Complex.ofReal_natCast]

end

end Parseval
```

Compiling this gives:

```
Try this:
  [apply] ring_nf
  
  The `ring` tactic failed to close the goal. Use `ring_nf` to obtain a normal form.
    
  Note that `ring` works primarily in *commutative* rings. If you have a noncommutative ring, abelian group or module, consider using `noncomm_ring`, `abel` or `module` instead.
Main.lean:68:72: error: unsolved goals
L : ℕ
inst✝ : NeZero L
S : Site L → ℂ
hn : ∀ (z : ℂ), ↑(‖z‖ ^ 2) = z * (starRingEnd ℂ) z
hconj : ∀ (a : ZMod L), (starRingEnd ℂ) (χ a) = χ (-a)
h1 : ∀ (b : ZMod L), ∑ x, χ (x * b) = if b = 0 then ↑L else 0
h2 : ∀ (d : Site L), ∑ k, χ (k.1 * d.1 + k.2 * d.2) = if d = 0 then ↑L ^ 2 else 0
k : Site L
x✝² : k ∈ Finset.univ
r : Site L
x✝¹ : r ∈ Finset.univ
s : Site L
x✝ : s ∈ Finset.univ
e : k.1 * (s - r).1 + k.2 * (s - r).2 = -(k.1 * r.1 + k.2 * r.2) + (k.1 * s.1 + k.2 * s.2)
⊢ χ (-(k.1 * r.1) - k.2 * r.2) * S r * χ (k.1 * s.1) * χ (k.2 * s.2) * (starRingEnd ℂ) (S s) =
    S r * (starRingEnd ℂ) (S s) * χ (-(k.1 * r.1) + k.1 * s.1 - k.2 * r.2 + k.2 * s.2)
```

After these edits no error is left:

```diff
@@ -75,5 +75,6 @@
           simp only [Prod.fst_sub, Prod.snd_sub]
           ring
-        rw [map_mul, hconj, neg_neg, e, AddChar.map_add_eq_mul]
+        rw [map_mul, hconj, neg_neg, e,
+          AddChar.map_add_eq_mul _ (-(k.1 * r.1 + k.2 * r.2))]
         ring
     _ = ∑ r : Site L, ∑ s : Site L,
```

Cause. The error lies in the first step of the `calc` block, where the squared modulus is expanded. After `rw [..., e]`, the right side holds the character `χ` of a sum of two phases, `-(k.1 * r.1 + k.2 * r.2)` and `k.1 * s.1 + k.2 * s.2`, while the left side holds `χ` of each phase separately. The right side was the one to split. But `AddChar.map_add_eq_mul`, given no arguments, fits `χ` of any sum, and `rw` settled on `χ (k.1 * s.1 + k.2 * s.2)` on the left. The remaining goal shows this: the left has the factors `χ (k.1 * s.1)` and `χ (k.2 * s.2)`, and the right still has a single `χ` of the whole sum.

The first message reports that `ring` could not close this goal. `ring` does not know that `χ` turns sums into products, so the `ring_nf` it suggests would not help either.

The repair gives the lemma its first summand, `-(k.1 * r.1 + k.2 * r.2)`. Now only the sum on the right fits, both sides contain the same two values of `χ`, and `ring` has only to reorder factors.
